# Mean energy density of a monochromatic electric field and the equally damped oscillators it drives

## Polarization specified by its equation of motion

The polarization is taken to be any function that obeys the driven oscillator equation and repeats with the period of the field. Its amplitude and phase are derived, not assumed.

The medium has finitely many resonances $j$, with strengths $f_j>0$ and frequencies $w_{0j}>0$. The field $E(t)=E_0\cos wt$, with $w>0$, drives each polarization:

$$P_j''+gP_j'+w_{0j}^2P_j=f_jE.$$

The rate $g>0$ stands for the loss of oscillator energy to degrees of freedom that are not modelled. It is the same for all resonances, which lets a single quotient $\operatorname{Im}\varepsilon/g$ account for all of them. With $V_j=P_j'$, the energy density is

$$u=\frac{E^2}{2}+\sum_j\frac{V_j^2+w_{0j}^2P_j^2}{2f_j}.$$

By the equation of motion, the $j$-th term changes at the rate $EV_j-gV_j^2/f_j$, the work done by the field minus the frictional loss. This supports reading it as stored energy.

## The average in terms of the permittivity

Let

$$\varepsilon=1+\sum_j\chi_j,\qquad \chi_j=\frac{f_j}{w_{0j}^2-w^2-igw}.$$

The average of $u$ over one period $2\pi/w$ is

$$\langle u\rangle=\frac{E_0^2}{4}\left(\operatorname{Re}\varepsilon+\frac{2w\operatorname{Im}\varepsilon}{g}\right).$$

For a polar medium modelled by independent oscillators with one damping rate, the mean energy density of the electric field and the oscillators at a given field amplitude and frequency thus follows from the permittivity at that frequency and $g$.

In Lean, `IsPeriodicResponse` contains the velocity relation, the equation of motion and the periodicity of `P`. The resonances are indexed by a finite type `ι`, and `periodAverage` is an integral over one period divided by its length. The sign of $igw$ corresponds to time dependence $e^{-iwt}$, and the term $E^2/2$ sets the vacuum permittivity to one. The model has one field component and no magnetic energy, local-field correction or coupling between resonances.

## Derivation

Set $D_j=(w_{0j}^2-w^2)^2+g^2w^2$, which is positive. Then

$$\operatorname{Re}\chi_j=\frac{f_j(w_{0j}^2-w^2)}{D_j},\qquad \operatorname{Im}\chi_j=\frac{f_jgw}{D_j}.$$

Try $P_j=a_j\cos wt+b_j\sin wt$. The cosine and sine parts of the equation of motion are

$$(w_{0j}^2-w^2)a_j+gwb_j=f_jE_0,\qquad (w_{0j}^2-w^2)b_j-gwa_j=0.$$

They are solved by $a_j=E_0\operatorname{Re}\chi_j$ and $b_j=E_0\operatorname{Im}\chi_j$.

No other periodic solution exists. The difference $d$ of two solutions obeys $d''=-gd'-w_{0j}^2d$, so $H=d'^2+w_{0j}^2d^2$ has $H'=-2gd'^2\le0$. A periodic function that never increases is constant. Hence $d'=0$, then $d''=0$, and the equation gives $d=0$.

Over a period, $\cos^2$ and $\sin^2$ average to $1/2$ and their cross term to zero. Since $a_j^2+b_j^2=E_0^2f_j^2/D_j$,

$$\left\langle\frac{V_j^2+w_{0j}^2P_j^2}{2f_j}\right\rangle=\frac{(w^2+w_{0j}^2)(a_j^2+b_j^2)}{4f_j}=\frac{E_0^2}{4}\,\frac{f_j(w_{0j}^2+w^2)}{D_j}.$$

The field contributes $E_0^2/4$. On the other side,

$$\operatorname{Re}\chi_j+\frac{2w\operatorname{Im}\chi_j}{g}=\frac{f_j(w_{0j}^2-w^2+2w^2)}{D_j}=\frac{f_j(w_{0j}^2+w^2)}{D_j},$$

and summing over $j$ gives the result. Every summand is positive, so $\langle u\rangle>E_0^2/4$ when $E_0\ne0$ and there is at least one resonance.

## Vanishing damping

Let $g\to0$ in the averaged formula, away from every resonance. The bracket tends to

$$1+\sum_j\frac{f_j(w_{0j}^2+w^2)}{(w_{0j}^2-w^2)^2}=\frac{d(w\varepsilon)}{dw},$$

with the undamped $\varepsilon$ on the right, the familiar electric energy factor of a lossless dispersive medium.

Setting $g=0$ from the start is different, because uniqueness can fail: it does when a resonance frequency is an integer multiple of $w$ and a periodic response exists. Take one resonance with $w_0=2w$ and $E_0=0$. Then $P=\cos 2wt$ is a periodic solution with energy $2w^2/f$, although the prefactor $E_0^2/4$ is zero.

## The Lean file

```lean
import Mathlib

open Finset

namespace PolarEnergyDensity

noncomputable section

/-- Susceptibility of one damped resonance of strength `f` and frequency `w0`. -/
def susceptibility (f w0 g w : ℝ) : ℂ :=
  (f : ℂ) / ((w0 : ℂ) ^ 2 - (w : ℂ) ^ 2 - Complex.I * g * w)

/-- Permittivity of a medium with several resonances and a common damping rate `g`. -/
def permittivity {ι : Type*} [Fintype ι] (f w0 : ι → ℝ) (g w : ℝ) : ℂ :=
  1 + ∑ j, susceptibility (f j) (w0 j) g w

/-- The resonance denominator `(w0² - w²)² + (g w)²`. -/
def lineDenom (w0 g w : ℝ) : ℝ := (w0 ^ 2 - w ^ 2) ^ 2 + (g * w) ^ 2

/-- `P` is a polarization with rate of change `V`, driven by the field `E0 cos (w t)`
and repeating with the period of the field. -/
structure IsPeriodicResponse (f w0 g w E0 : ℝ) (P V : ℝ → ℝ) : Prop where
  velocity : ∀ t, HasDerivAt P (V t) t
  motion : ∀ t, HasDerivAt V (f * (E0 * Real.cos (w * t)) - g * V t - w0 ^ 2 * P t) t
  periodic : Function.Periodic P (2 * Real.pi / w)

/-- Energy density of the field `E` and of the polarizations `P j` with rates `V j`. -/
def energyDensity {ι : Type*} [Fintype ι] (f w0 : ι → ℝ) (E : ℝ → ℝ) (P V : ι → ℝ → ℝ) :
    ℝ → ℝ :=
  fun t => E t ^ 2 / 2 + ∑ j, (V j t ^ 2 + w0 j ^ 2 * P j t ^ 2) / (2 * f j)

/-- Average over one period `2π/w`. -/
def periodAverage (w : ℝ) (F : ℝ → ℝ) : ℝ :=
  (∫ t in (0 : ℝ)..(2 * Real.pi / w), F t) / (2 * Real.pi / w)

/-- Oscillation at frequency `w` with cosine amplitude `a` and sine amplitude `b`. -/
def harmonic (w a b : ℝ) : ℝ → ℝ := fun t => a * Real.cos (w * t) + b * Real.sin (w * t)

lemma lineDenom_pos {w0 g w : ℝ} (hg : 0 < g) (hw : 0 < w) : 0 < lineDenom w0 g w := by
  unfold lineDenom
  positivity

/-- Real and imaginary parts of the susceptibility of one resonance. -/
theorem susceptibility_parts (f w0 g w : ℝ) :
    (susceptibility f w0 g w).re = f * (w0 ^ 2 - w ^ 2) / lineDenom w0 g w ∧
    (susceptibility f w0 g w).im = f * (g * w) / lineDenom w0 g w := by
  have h : (w0 : ℂ) ^ 2 - (w : ℂ) ^ 2 - Complex.I * g * w
      = ⟨w0 ^ 2 - w ^ 2, -(g * w)⟩ := by
    apply Complex.ext <;> simp [pow_two]
  have hD : (w0 ^ 2 - w ^ 2) * (w0 ^ 2 - w ^ 2) + -(g * w) * -(g * w)
      = lineDenom w0 g w := by
    unfold lineDenom
    ring
  unfold susceptibility
  rw [h]
  constructor
  · simp only [Complex.div_re, Complex.normSq_mk, Complex.ofReal_re, Complex.ofReal_im, hD]
    ring
  · simp only [Complex.div_im, Complex.normSq_mk, Complex.ofReal_re, Complex.ofReal_im, hD]
    ring

lemma hasDerivAt_harmonic (w a b t : ℝ) :
    HasDerivAt (harmonic w a b) (harmonic w (w * b) (-(w * a)) t) t := by
  have h1 : HasDerivAt (fun s : ℝ => w * s) w t :=
    ((hasDerivAt_id' t).const_mul w).congr_deriv (mul_one w)
  exact ((h1.cos.const_mul a).fun_add (h1.sin.const_mul b)).congr_deriv
    (by simp only [harmonic]; ring)

/-- The oscillation whose in-phase and quadrature amplitudes are `E0 Re χ` and `E0 Im χ`
is a periodic response to the field. -/
theorem isPeriodicResponse_witness (f w0 E0 : ℝ) {g w : ℝ} (hg : 0 < g) (hw : 0 < w) :
    IsPeriodicResponse f w0 g w E0
      (harmonic w (E0 * (susceptibility f w0 g w).re) (E0 * (susceptibility f w0 g w).im))
      (harmonic w (w * (E0 * (susceptibility f w0 g w).im))
        (-(w * (E0 * (susceptibility f w0 g w).re)))) := by
  obtain ⟨hr, hi⟩ := susceptibility_parts f w0 g w
  have hD := (lineDenom_pos (w0 := w0) hg hw).ne'
  -- the cosine and sine components of the equation of motion
  have e1 : (w0 ^ 2 - w ^ 2) * (susceptibility f w0 g w).re
      + g * w * (susceptibility f w0 g w).im = f := by
    rw [hr, hi]
    calc _ = f * ((w0 ^ 2 - w ^ 2) ^ 2 + (g * w) ^ 2) / lineDenom w0 g w := by ring
      _ = f * lineDenom w0 g w / lineDenom w0 g w := rfl
      _ = f := mul_div_cancel_right₀ _ hD
  have e2 : (w0 ^ 2 - w ^ 2) * (susceptibility f w0 g w).im
      = g * w * (susceptibility f w0 g w).re := by
    rw [hr, hi]
    ring
  refine ⟨fun t => hasDerivAt_harmonic _ _ _ t, fun t => ?_, fun t => ?_⟩
  · refine (hasDerivAt_harmonic _ _ _ t).congr_deriv ?_
    simp only [harmonic]
    linear_combination E0 * Real.cos (w * t) * e1 + E0 * Real.sin (w * t) * e2
  · have hT : w * (t + 2 * Real.pi / w) = w * t + 2 * Real.pi := by
      rw [mul_add, mul_div_cancel₀ _ hw.ne']
    simp only [harmonic, hT, Real.cos_add_two_pi, Real.sin_add_two_pi]

lemma velocity_periodic {f w0 g w E0 : ℝ} {P V : ℝ → ℝ}
    (h : IsPeriodicResponse f w0 g w E0 P V) : Function.Periodic V (2 * Real.pi / w) := by
  intro t
  have hd := (h.velocity (t + 2 * Real.pi / w)).comp_add_const t (2 * Real.pi / w)
  have e : (fun s => P (s + 2 * Real.pi / w)) = P := funext h.periodic
  rw [e] at hd
  exact hd.unique (h.velocity t)

/-- With damping, the periodic response to a given field is unique. -/
theorem periodicResponse_unique {f w0 g w E0 : ℝ} {P V Q W : ℝ → ℝ}
    (hw0 : 0 < w0) (hg : 0 < g) (hw : 0 < w)
    (h1 : IsPeriodicResponse f w0 g w E0 P V) (h2 : IsPeriodicResponse f w0 g w E0 Q W) :
    P = Q ∧ V = W := by
  have hv : ∀ t, HasDerivAt (fun s => V s - W s)
      (-g * (V t - W t) - w0 ^ 2 * (P t - Q t)) t := fun t =>
    ((h1.motion t).fun_sub (h2.motion t)).congr_deriv (by ring)
  have hu : ∀ t, HasDerivAt (fun s => P s - Q s) (V t - W t) t := fun t =>
    (h1.velocity t).fun_sub (h2.velocity t)
  -- the energy of the difference can only decrease
  let H : ℝ → ℝ := fun s =>
    (V s - W s) * (V s - W s) + w0 ^ 2 * ((P s - Q s) * (P s - Q s))
  have hH : ∀ t, HasDerivAt H (-(2 * g * (V t - W t) ^ 2)) t := fun t =>
    (((hv t).fun_mul (hv t)).fun_add (((hu t).fun_mul (hu t)).const_mul (w0 ^ 2))).congr_deriv
      (by ring)
  have hanti : Antitone H := antitone_of_deriv_nonpos (fun t => (hH t).differentiableAt)
    (fun t => by rw [(hH t).deriv]; exact neg_nonpos.mpr (by positivity))
  have hper : Function.Periodic H (2 * Real.pi / w) := fun t => by
    simp only [H, h1.periodic t, h2.periodic t, velocity_periodic h1 t, velocity_periodic h2 t]
  have hT : 0 < 2 * Real.pi / w := by positivity
  -- being periodic as well, it is constant
  have hle : ∀ s t, H s ≤ H t := fun s t => by
    obtain ⟨n, hn⟩ := exists_nat_ge ((t - s) / (2 * Real.pi / w))
    rw [div_le_iff₀ hT] at hn
    rw [← hper.nat_mul n s]
    exact hanti (by linarith)
  have hconst : H = fun _ => H 0 := funext fun t => le_antisymm (hle t 0) (hle 0 t)
  have hV : ∀ t, V t - W t = 0 := fun t => by
    have h0 := hH t
    rw [hconst] at h0
    have h3 := h0.unique (hasDerivAt_const t (H 0))
    have h4 : 2 * g * (V t - W t) ^ 2 = 0 := by linarith
    have h5 : (V t - W t) ^ 2 = 0 := (mul_eq_zero.mp h4).resolve_left (by positivity)
    exact pow_eq_zero_iff (two_ne_zero) |>.mp h5
  refine ⟨funext fun t => ?_, funext fun t => sub_eq_zero.mp (hV t)⟩
  have h0 := hv t
  rw [show (fun s => V s - W s) = fun _ => (0 : ℝ) from funext hV] at h0
  have h3 := h0.unique (hasDerivAt_const t (0 : ℝ))
  rw [hV t] at h3
  have h4 : w0 ^ 2 * (P t - Q t) = 0 := by linarith
  exact sub_eq_zero.mp ((mul_eq_zero.mp h4).resolve_left (by positivity))

/-- The energy of a polarization changes at the rate of the work done by the field
minus the frictional loss `g V² / f`. -/
theorem energy_balance {f w0 g w E0 : ℝ} {P V : ℝ → ℝ} (hf : 0 < f)
    (h : IsPeriodicResponse f w0 g w E0 P V) (t : ℝ) :
    HasDerivAt (fun s => (V s ^ 2 + w0 ^ 2 * P s ^ 2) / (2 * f))
      (E0 * Real.cos (w * t) * V t - g * V t ^ 2 / f) t := by
  have hv := h.motion t
  have hp := h.velocity t
  have key : HasDerivAt (fun s => (V s * V s + w0 ^ 2 * (P s * P s)) / (2 * f))
      (E0 * Real.cos (w * t) * V t - g * V t ^ 2 / f) t :=
    (((hv.fun_mul hv).fun_add ((hp.fun_mul hp).const_mul (w0 ^ 2))).div_const
      (2 * f)).congr_deriv (by field_simp; ring)
  simpa only [pow_two] using key

/-- Period average of a quadratic form in `cos (w t)` and `sin (w t)`. -/
theorem periodAverage_quadratic {w : ℝ} (hw : 0 < w) (A B C : ℝ) :
    periodAverage w (fun t => A * Real.cos (w * t) ^ 2
      + B * (Real.cos (w * t) * Real.sin (w * t)) + C * Real.sin (w * t) ^ 2)
      = (A + C) / 2 := by
  have hk : w * w⁻¹ = 1 := mul_inv_cancel₀ hw.ne'
  have hG : ∀ t, HasDerivAt (fun s => (A + C) / 2 * s
      + (A - C) / 2 * w⁻¹ * (Real.sin (w * s) * Real.cos (w * s))
      + B / 2 * w⁻¹ * (Real.sin (w * s) * Real.sin (w * s)))
      (A * Real.cos (w * t) ^ 2 + B * (Real.cos (w * t) * Real.sin (w * t))
        + C * Real.sin (w * t) ^ 2) t := fun t => by
    have h1 : HasDerivAt (fun s : ℝ => w * s) w t :=
      ((hasDerivAt_id' t).const_mul w).congr_deriv (mul_one w)
    refine ((((hasDerivAt_id' t).const_mul ((A + C) / 2)).fun_add
      ((h1.sin.fun_mul h1.cos).const_mul ((A - C) / 2 * w⁻¹))).fun_add
      ((h1.sin.fun_mul h1.sin).const_mul (B / 2 * w⁻¹))).congr_deriv ?_
    linear_combination ((A - C) / 2 * (Real.cos (w * t) ^ 2 - Real.sin (w * t) ^ 2)
      + B * (Real.sin (w * t) * Real.cos (w * t))) * hk
      - (A + C) / 2 * Real.sin_sq_add_cos_sq (w * t)
  have hT : 2 * Real.pi / w ≠ 0 := by positivity
  have hwT : w * (2 * Real.pi / w) = 2 * Real.pi := mul_div_cancel₀ _ hw.ne'
  unfold periodAverage
  rw [intervalIntegral.integral_eq_sub_of_hasDerivAt (fun t _ => hG t)
    (Continuous.intervalIntegrable (by fun_prop) _ _)]
  simp only [hwT, Real.sin_two_pi, Real.sin_zero, mul_zero, zero_mul, add_zero, sub_zero]
  exact mul_div_cancel_right₀ _ hT

/-- The combination `Re ε + 2 w Im ε / g` as an explicit sum over resonances. -/
theorem permittivity_combination {ι : Type*} [Fintype ι] (f w0 : ι → ℝ) {g w : ℝ}
    (hg : 0 < g) :
    (permittivity f w0 g w).re + 2 * w * (permittivity f w0 g w).im / g
      = 1 + ∑ j, f j * (w0 j ^ 2 + w ^ 2) / lineDenom (w0 j) g w := by
  simp only [permittivity, Complex.add_re, Complex.add_im, Complex.one_re, Complex.one_im,
    Complex.re_sum, Complex.im_sum, zero_add]
  rw [Finset.mul_sum, Finset.sum_div, add_assoc, ← Finset.sum_add_distrib]
  congr 1
  refine Finset.sum_congr rfl fun j _ => ?_
  rw [(susceptibility_parts _ _ _ _).1, (susceptibility_parts _ _ _ _).2]
  have hk : g * g⁻¹ = 1 := mul_inv_cancel₀ hg.ne'
  simp only [div_eq_mul_inv]
  linear_combination 2 * w ^ 2 * f j * (lineDenom (w0 j) g w)⁻¹ * hk

/-- The mean energy density of a damped polar medium in the field `E0 cos (w t)` is
`(E0²/4) (Re ε + 2 w Im ε / g)`. -/
theorem mean_energyDensity {ι : Type*} [Fintype ι] {f w0 : ι → ℝ} {g w E0 : ℝ}
    {P V : ι → ℝ → ℝ} (hf : ∀ j, 0 < f j) (hw0 : ∀ j, 0 < w0 j) (hg : 0 < g) (hw : 0 < w)
    (h : ∀ j, IsPeriodicResponse (f j) (w0 j) g w E0 (P j) (V j)) :
    periodAverage w (energyDensity f w0 (fun t => E0 * Real.cos (w * t)) P V)
      = E0 ^ 2 / 4 * ((permittivity f w0 g w).re
        + 2 * w * (permittivity f w0 g w).im / g) := by
  -- each polarization energy is a quadratic form in cosine and sine
  have key : ∀ j, ∃ A B C : ℝ, (∀ t, (V j t ^ 2 + w0 j ^ 2 * P j t ^ 2) / (2 * f j)
      = A * Real.cos (w * t) ^ 2 + B * (Real.cos (w * t) * Real.sin (w * t))
        + C * Real.sin (w * t) ^ 2) ∧
      A + C = E0 ^ 2 / 2 * (f j * (w0 j ^ 2 + w ^ 2) / lineDenom (w0 j) g w) := by
    intro j
    obtain ⟨hP, hV⟩ := periodicResponse_unique (hw0 j) hg hw (h j)
      (isPeriodicResponse_witness (f j) (w0 j) E0 hg hw)
    obtain ⟨hr, hi⟩ := susceptibility_parts (f j) (w0 j) g w
    have hD := (lineDenom_pos (w0 := w0 j) hg hw).ne'
    have hfj := (hf j).ne'
    rw [hP, hV]
    generalize (susceptibility (f j) (w0 j) g w).re = r at *
    generalize (susceptibility (f j) (w0 j) g w).im = s at *
    have hrs : r ^ 2 + s ^ 2 = f j ^ 2 / lineDenom (w0 j) g w := by
      rw [hr, hi]
      calc _ = f j ^ 2 * ((w0 j ^ 2 - w ^ 2) ^ 2 + (g * w) ^ 2)
            / lineDenom (w0 j) g w ^ 2 := by ring
        _ = f j ^ 2 * lineDenom (w0 j) g w / lineDenom (w0 j) g w ^ 2 := rfl
        _ = _ := by field_simp
    refine ⟨E0 ^ 2 * (w ^ 2 * s ^ 2 + w0 j ^ 2 * r ^ 2) / (2 * f j),
      E0 ^ 2 * (2 * r * s * (w0 j ^ 2 - w ^ 2)) / (2 * f j),
      E0 ^ 2 * (w ^ 2 * r ^ 2 + w0 j ^ 2 * s ^ 2) / (2 * f j), fun t => ?_, ?_⟩
    · simp only [harmonic]
      ring
    · calc _ = E0 ^ 2 * (w0 j ^ 2 + w ^ 2) / (2 * f j) * (r ^ 2 + s ^ 2) := by ring
        _ = _ := by rw [hrs]; field_simp
  choose A B C hABC hAC using key
  have hE : energyDensity f w0 (fun t => E0 * Real.cos (w * t)) P V
      = fun t => (E0 ^ 2 / 2 + ∑ j, A j) * Real.cos (w * t) ^ 2
        + (∑ j, B j) * (Real.cos (w * t) * Real.sin (w * t))
        + (∑ j, C j) * Real.sin (w * t) ^ 2 := by
    funext t
    simp only [energyDensity, hABC, Finset.sum_add_distrib, ← Finset.sum_mul]
    ring
  have hs : ∑ j, A j + ∑ j, C j
      = E0 ^ 2 / 2 * ∑ j, f j * (w0 j ^ 2 + w ^ 2) / lineDenom (w0 j) g w := by
    rw [← Finset.sum_add_distrib, Finset.mul_sum]
    exact Finset.sum_congr rfl fun j _ => hAC j
  rw [hE, periodAverage_quadratic hw, permittivity_combination f w0 hg]
  linear_combination (1 / 2) * hs

/-- The mean energy density for a medium with a single resonance. -/
theorem mean_energyDensity_single {f w0 g w E0 : ℝ} {P V : ℝ → ℝ}
    (hf : 0 < f) (hw0 : 0 < w0) (hg : 0 < g) (hw : 0 < w)
    (h : IsPeriodicResponse f w0 g w E0 P V) :
    periodAverage w (fun t => (E0 * Real.cos (w * t)) ^ 2 / 2
        + (V t ^ 2 + w0 ^ 2 * P t ^ 2) / (2 * f))
      = E0 ^ 2 / 4 * ((1 + susceptibility f w0 g w).re
        + 2 * w * (1 + susceptibility f w0 g w).im / g) := by
  have key := mean_energyDensity (ι := Unit) (f := fun _ => f) (w0 := fun _ => w0)
    (P := fun _ => P) (V := fun _ => V) (fun _ => hf) (fun _ => hw0) hg hw (fun _ => h)
  have hfun : energyDensity (fun _ : Unit => f) (fun _ => w0)
      (fun t => E0 * Real.cos (w * t)) (fun _ => P) (fun _ => V)
      = fun t => (E0 * Real.cos (w * t)) ^ 2 / 2
        + (V t ^ 2 + w0 ^ 2 * P t ^ 2) / (2 * f) := by
    funext t
    simp only [energyDensity, Finset.univ_unique, Finset.sum_singleton]
  rw [hfun] at key
  simp only [permittivity, Finset.univ_unique, Finset.sum_singleton] at key
  exact key

/-- In a field of nonzero amplitude, the mean energy density of a medium with at least one resonance
exceeds the value `E0²/4` of the field alone. -/
theorem mean_energyDensity_gt_vacuum {ι : Type*} [Fintype ι] [Nonempty ι] {f w0 : ι → ℝ}
    {g w E0 : ℝ} {P V : ι → ℝ → ℝ} (hf : ∀ j, 0 < f j) (hw0 : ∀ j, 0 < w0 j)
    (hg : 0 < g) (hw : 0 < w) (hE : E0 ≠ 0)
    (h : ∀ j, IsPeriodicResponse (f j) (w0 j) g w E0 (P j) (V j)) :
    E0 ^ 2 / 4 < periodAverage w
      (energyDensity f w0 (fun t => E0 * Real.cos (w * t)) P V) := by
  rw [mean_energyDensity hf hw0 hg hw h, permittivity_combination f w0 hg]
  have hpos : 0 < ∑ j, f j * (w0 j ^ 2 + w ^ 2) / lineDenom (w0 j) g w :=
    Finset.sum_pos (fun j _ => div_pos (mul_pos (hf j) (by positivity))
      (lineDenom_pos hg hw)) Finset.univ_nonempty
  have hE2 : 0 < E0 ^ 2 / 4 := by positivity
  linarith [mul_pos hE2 hpos]

end

end PolarEnergyDensity
```

```lean
#print axioms PolarEnergyDensity.energy_balance
#print axioms PolarEnergyDensity.mean_energyDensity
#print axioms PolarEnergyDensity.mean_energyDensity_single
#print axioms PolarEnergyDensity.mean_energyDensity_gt_vacuum
```

```
'PolarEnergyDensity.energy_balance' depends on axioms: [propext, Classical.choice, Quot.sound]
'PolarEnergyDensity.mean_energyDensity' depends on axioms: [propext, Classical.choice, Quot.sound]
'PolarEnergyDensity.mean_energyDensity_single' depends on axioms: [propext, Classical.choice, Quot.sound]
'PolarEnergyDensity.mean_energyDensity_gt_vacuum' depends on axioms: [propext, Classical.choice, Quot.sound]
```

## How the proof follows the derivation

`susceptibility_parts` computes the real and imaginary parts of $\chi_j$. In `isPeriodicResponse_witness`, `e1` and `e2` are the cosine and sine equations divided by $E_0$; `linear_combination` weights them by $E_0\cos wt$ and $E_0\sin wt$ to recover the equation of motion.

`velocity_periodic` obtains the period of `V` by differentiating the shifted `P`. In `periodicResponse_unique`, `H` is the energy of the difference up to a constant factor. To compare two times, the proof shifts one by enough periods to pass the other, which makes `H` constant. Uniqueness of derivatives then gives the two vanishing differences.

`periodAverage_quadratic` integrates with an explicit antiderivative, and `permittivity_combination` does the algebra for $\varepsilon$. In `mean_energyDensity`, uniqueness replaces each given response by the harmonic one. Each oscillator energy becomes a quadratic form with coefficients `A`, `B`, `C`, of which only `A + C` survives averaging.

`mean_energyDensity_single` takes a one-element index type, and `mean_energyDensity_gt_vacuum` uses the positivity of the sum. `energy_balance` proves the work-and-loss identity separately, by the product rule.
